# A quadratic bound on the shift of an isolated, weakly coupled level

Suppose the diagonal entries of a Hamiltonian matrix are read as its energy levels and the couplings between them are neglected. For N levels with couplings of modulus at most ε, the row-by-row (Gershgorin) estimate says only that each eigenvalue lies within (N − 1)ε of some diagonal entry. In a two-level problem, a coupling of one per cent of the level spacing must then be budgeted as an energy error of one per cent of the spacing. The bound derived here gives 0.04 per cent.

It concerns a level k whose diagonal energy H_kk is at least δ > 0 away from every other diagonal energy, with 4(N − 1)ε ≤ δ. Any eigenvalue E within δ/2 of H_kk then satisfies

|E − H_kk| ≤ 4(N − 1)ε²/δ.

This limits the error made by taking H_kk, the energy to first order in the couplings, as the eigenvalue. The cubic estimate further down limits the error that remains once the second-order shift is included.

## Levels, couplings and the gap

The levels are labelled by a finite type `ι`, and N is `Fintype.card ι`.

```lean
import Mathlib

open Matrix Finset

namespace QuadraticLevelShift

noncomputable section

variable {ι : Type*} [Fintype ι] [DecidableEq ι]
```

An energy E is an eigenvalue if some nonzero vector v of amplitudes satisfies

H v = E v.

The matrix is complex and need not be Hermitian, so E and the diagonal energies may have imaginary parts, as they do for decaying states. The basis is taken as orthonormal; a generalised problem with an overlap matrix is not covered.

```lean
/-- `E` is an eigenvalue of `H`: some nonzero state `v` satisfies `H v = E v`. -/
def IsLevel (H : Matrix ι ι ℂ) (E : ℂ) : Prop :=
  ∃ v : ι → ℂ, v ≠ 0 ∧ H *ᵥ v = E • v
```

The assumptions on H are collected in one structure. The number ε bounds the strength of every coupling, and δ bounds from below the energy separation of level k from the rest. The other levels may lie arbitrarily close to one another. The last condition says that the couplings in one row, even if they all add up, amount to at most a quarter of the gap.

```lean
/-- All couplings are at most `ε` in modulus, the diagonal energy of level `k` is at least `δ` away
from the others, where `δ > 0`, and `4 (N - 1) ε ≤ δ` for `N` levels. -/
structure WeaklyCoupled (H : Matrix ι ι ℂ) (k : ι) (ε δ : ℝ) : Prop where
  gap_pos : 0 < δ
  coupling : ∀ i j, i ≠ j → ‖H i j‖ ≤ ε
  gap : ∀ i, i ≠ k → δ ≤ ‖H k k - H i i‖
  weak : 4 * ((Fintype.card ι : ℝ) - 1) * ε ≤ δ
```

The usual second-order shift is

S_k = Σ_{i≠k} H_ki H_ik / (H_kk − H_ii).

For a Hermitian matrix the numerator is |H_ik|².

```lean
/-- The second-order energy shift of level `k` in perturbation theory. -/
def secondOrderShift (H : Matrix ι ι ℂ) (k : ι) : ℂ :=
  ∑ i ∈ univ.erase k, H k i * H i k / (H k k - H i i)
```

## The eigenvalue equation, row by row

Sums over the levels other than k are estimated by the triangle inequality. If each of the N − 1 terms has modulus at most c, then

|Σ_{i≠k} f_i| ≤ (N − 1)c.

```lean
variable {H : Matrix ι ι ℂ} {k : ι} {ε δ : ℝ} {E : ℂ} {v : ι → ℂ}

/-- A sum over all levels other than `k`, with terms of modulus at most `c`, has modulus at most
the number of these levels times `c`. -/
lemma norm_sum_others_le (k : ι) (f : ι → ℂ) (c : ℝ) (hf : ∀ i, i ≠ k → ‖f i‖ ≤ c) :
    ‖∑ i ∈ univ.erase k, f i‖ ≤ ((Fintype.card ι : ℝ) - 1) * c := by
  have hc : (((univ.erase k).card : ℕ) : ℝ) + 1 = Fintype.card ι := by
    exact_mod_cast Finset.card_erase_add_one (Finset.mem_univ k)
  calc ‖∑ i ∈ univ.erase k, f i‖ ≤ ∑ _i ∈ univ.erase k, c :=
        norm_sum_le_of_le _ (fun i hi => hf i (Finset.ne_of_mem_erase hi))
    _ = ((Fintype.card ι : ℝ) - 1) * c := by
        rw [Finset.sum_const, nsmul_eq_mul, ← hc]; ring
```

Row i of H v = E v reads Σ_j H_ij v_j = E v_i. Moving the diagonal term to the other side gives

(E − H_ii) v_i = Σ_{j≠i} H_ij v_j.

`Finset.add_sum_erase` splits off the diagonal term, and `linear_combination` does the rearrangement.

```lean
/-- One row of the eigenvalue equation: detuning times amplitude equals the sum of the
amplitudes fed in from all other levels. -/
lemma row_equation (hv : H *ᵥ v = E • v) (i : ι) :
    (E - H i i) * v i = ∑ j ∈ univ.erase i, H i j * v j := by
  have h := congrFun hv i
  simp only [Matrix.mulVec, dotProduct, Pi.smul_apply, smul_eq_mul] at h
  have h2 : H i i * v i + ∑ j ∈ univ.erase i, H i j * v j = ∑ j, H i j * v j :=
    Finset.add_sum_erase _ (fun j => H i j * v j) (Finset.mem_univ i)
  linear_combination -h2 - h
```

For i ≠ k, the direct coupling to level k can be separated as well:

(E − H_ii) v_i − H_ik v_k = Σ_{j≠i,k} H_ij v_j.

The right-hand side has N − 2 terms. If every amplitude outside k is at most b in modulus, then

|(E − H_ii) v_i − H_ik v_k| ≤ (N − 2)εb.

```lean
/-- If the amplitudes outside `k` are at most `b`, then the part of row `i` that does not come
directly from level `k` is at most `(N - 2) ε b`. -/
lemma indirect_coupling (hH : WeaklyCoupled H k ε δ) (hv : H *ᵥ v = E • v) {i : ι}
    (hi : i ≠ k) (b : ℝ) (hb : ∀ j, j ≠ k → ‖v j‖ ≤ b) :
    ‖(E - H i i) * v i - H i k * v k‖ ≤ ((Fintype.card ι : ℝ) - 2) * ε * b := by
  have hε : 0 ≤ ε := (norm_nonneg _).trans (hH.coupling i k hi)
  have hk : k ∈ univ.erase i := Finset.mem_erase.mpr ⟨hi.symm, Finset.mem_univ k⟩
  have h1 : H i k * v k + ∑ j ∈ (univ.erase i).erase k, H i j * v j
      = ∑ j ∈ univ.erase i, H i j * v j :=
    Finset.add_sum_erase _ (fun j => H i j * v j) hk
  have e : (E - H i i) * v i - H i k * v k
      = ∑ j ∈ (univ.erase i).erase k, H i j * v j := by
    linear_combination row_equation hv i - h1
  have c1 : ((((univ.erase i).erase k).card : ℕ) : ℝ) + 1 = ((univ.erase i).card : ℕ) := by
    exact_mod_cast Finset.card_erase_add_one hk
  have c2 : (((univ.erase i).card : ℕ) : ℝ) + 1 = Fintype.card ι := by
    exact_mod_cast Finset.card_erase_add_one (Finset.mem_univ i)
  rw [e]
  calc ‖∑ j ∈ (univ.erase i).erase k, H i j * v j‖
      ≤ ∑ _j ∈ (univ.erase i).erase k, ε * b := by
        refine norm_sum_le_of_le _ (fun j hj => ?_)
        have hj' := Finset.mem_erase.mp hj
        rw [norm_mul]
        exact mul_le_mul (hH.coupling i j (Finset.ne_of_mem_erase hj'.2).symm)
          (hb j hj'.1) (norm_nonneg _) hε
    _ = ((Fintype.card ι : ℝ) - 2) * ε * b := by
        rw [Finset.sum_const, nsmul_eq_mul, ← c2, ← c1]; ring
```

## The state stays mostly on level k

Let m be the level outside k with the largest amplitude. Since E is within δ/2 of H_kk, and H_kk is at least δ from H_mm,

|E − H_mm| ≥ |H_kk − H_mm| − |E − H_kk| ≥ δ/2.

Take b = |v_m| in the previous estimate. Because (N − 2)ε ≤ δ/4,

(δ/2)|v_m| − ε|v_k| ≤ (δ/4)|v_m|,

and therefore, for every i ≠ k,

|v_i| ≤ |v_m| ≤ (4ε/δ)|v_k|.

For a normalised state |v_k| ≤ 1, so each other level has a population of at most 16ε²/δ². In the proof, `Finset.exists_max_image` supplies m, `hdet` is the detuning estimate, and the final `linarith` combines the inequalities.

```lean
/-- In an eigenstate with energy within `δ / 2` of level `k`, every other amplitude is at most
`4 ε / δ` times the amplitude on `k`. -/
theorem amplitude_bound (hH : WeaklyCoupled H k ε δ) (hv : H *ᵥ v = E • v)
    (hE : ‖E - H k k‖ ≤ δ / 2) (i : ι) (hi : i ≠ k) :
    ‖v i‖ ≤ 4 * ε / δ * ‖v k‖ := by
  have hε : 0 ≤ ε := (norm_nonneg _).trans (hH.coupling i k hi)
  -- the largest amplitude outside `k`
  obtain ⟨m, hm, hmax⟩ := Finset.exists_max_image (univ.erase k) (fun j => ‖v j‖)
    ⟨i, Finset.mem_erase.mpr ⟨hi, Finset.mem_univ i⟩⟩
  have hmk : m ≠ k := Finset.ne_of_mem_erase hm
  have hb : ∀ j, j ≠ k → ‖v j‖ ≤ ‖v m‖ := fun j hj =>
    hmax j (Finset.mem_erase.mpr ⟨hj, Finset.mem_univ j⟩)
  have h1 := indirect_coupling hH hv hmk ‖v m‖ hb
  have h2 := norm_sub_norm_le ((E - H m m) * v m) (H m k * v k)
  rw [norm_mul, norm_mul] at h2
  -- the other levels are detuned by at least `δ / 2`
  have hdet : δ / 2 ≤ ‖E - H m m‖ := by
    have h := norm_sub_le (E - H m m) (E - H k k)
    have e : (E - H m m) - (E - H k k) = H k k - H m m := by ring
    rw [e] at h
    linarith [hH.gap m hmk]
  have h3 := mul_le_mul_of_nonneg_right hdet (norm_nonneg (v m))
  have h4 := mul_le_mul_of_nonneg_right (hH.coupling m k hmk) (norm_nonneg (v k))
  have h5 : ((Fintype.card ι : ℝ) - 2) * ε * ‖v m‖ ≤ δ / 4 * ‖v m‖ :=
    mul_le_mul_of_nonneg_right (by nlinarith [hH.weak]) (norm_nonneg _)
  refine (hb i hi).trans ?_
  rw [div_mul_eq_mul_div, le_div_iff₀ hH.gap_pos]
  linarith
```

If v_k were zero, this bound would make every other amplitude zero too, contradicting v ≠ 0. Hence |v_k| > 0, and it is legitimate to divide by it.

```lean
/-- An eigenstate with energy within `δ / 2` of level `k` has a nonzero amplitude on `k`. -/
theorem amplitude_pos (hH : WeaklyCoupled H k ε δ) (hv : H *ᵥ v = E • v) (h0 : v ≠ 0)
    (hE : ‖E - H k k‖ ≤ δ / 2) : 0 < ‖v k‖ := by
  rw [norm_pos_iff]
  intro hk
  apply h0
  funext i
  by_cases hi : i = k
  · rw [hi, hk]; rfl
  · have h := amplitude_bound hH hv hE i hi
    rw [hk, norm_zero, mul_zero] at h
    exact norm_le_zero_iff.mp h
```

## The quadratic bound

Row k of the eigenvalue equation now contains two small factors in each term, the coupling and the amplitude:

|E − H_kk| |v_k| = |Σ_{i≠k} H_ki v_i| ≤ (N − 1) · ε · (4ε/δ)|v_k|.

Dividing by |v_k| gives the result. In Lean, `le_of_mul_le_mul_right` performs the division, after which the row equation and the sum estimate finish the argument. That E lies within δ/2 of H_kk is a hypothesis, `hE`; the theorem does not say how many eigenvalues lie there.

```lean
/-- Quadratic level shift: an eigenvalue within `δ / 2` of the diagonal energy `H k k` differs
from it by at most `4 (N - 1) ε² / δ`. -/
theorem quadratic_level_shift (hH : WeaklyCoupled H k ε δ) (hL : IsLevel H E)
    (hE : ‖E - H k k‖ ≤ δ / 2) :
    ‖E - H k k‖ ≤ 4 * ((Fintype.card ι : ℝ) - 1) * ε ^ 2 / δ := by
  obtain ⟨v, h0, hv⟩ := hL
  refine le_of_mul_le_mul_right ?_ (amplitude_pos hH hv h0 hE)
  rw [← norm_mul, row_equation hv k]
  refine (norm_sum_others_le k _ (ε * (4 * ε / δ * ‖v k‖)) (fun i hi => ?_)).trans
    (le_of_eq (by ring))
  rw [norm_mul]
  exact mul_le_mul (hH.coupling k i hi.symm) (amplitude_bound hH hv hE i hi)
    (norm_nonneg _) ((norm_nonneg _).trans (hH.coupling i k hi))
```

The gap is essential. The degenerate matrix with rows (0, ε) and (ε, 0), where ε > 0, has eigenvalues ±ε. With δ = 100ε every other hypothesis is met, yet the shift is ε, while the formula would allow only 0.04ε. In this example the shift is linear in the coupling.

The estimate can be applied to a Jacobi diagonaliser, which rotates the matrix until its off-diagonal entries fall below a threshold and then returns the diagonal. With N = 100, a largest remaining entry of 10⁻⁶ and a diagonal entry separated from the others by at least 1 in the same units, an eigenvalue within 1/2 of that entry differs from it by less than 4 · 10⁻¹⁰, rounding errors aside.

## The error of second-order perturbation theory

First-order perturbation theory gives the amplitude v_i as H_ik v_k / D_i, where D_i = H_kk − H_ii. Let

w_i = v_i − H_ik v_k / D_i

be the deviation from it. Subtracting S_k v_k from row k leaves

(E − H_kk − S_k) v_k = Σ_{i≠k} H_ki w_i.

To bound w_i, multiply by D_i and write D_i = (E − H_ii) − (E − H_kk):

D_i w_i = [(E − H_ii) v_i − H_ik v_k] − (E − H_kk) v_i.

With b = (4ε/δ)|v_k|, the bracket is at most (N − 2)εb. The quadratic bound together with 4(N − 1)ε ≤ δ gives |E − H_kk| ≤ ε, so the last term is at most εb. Since |D_i| ≥ δ,

|w_i| ≤ (N − 1)εb/δ = 4(N − 1)ε²|v_k|/δ².

Summing N − 1 terms, each with a further factor of at most ε, and dividing by |v_k| yields

|E − H_kk − S_k| ≤ 4(N − 1)²ε³/δ².

In the proof, `key` is the identity for the error, `hw` the one for D_i w_i, and `hSε` the bound |E − H_kk| ≤ ε.

```lean
/-- Second-order perturbation theory with an error bound: an eigenvalue within `δ / 2` of `H k k`
equals `H k k` plus the second-order shift up to `4 (N - 1)² ε³ / δ²`. -/
theorem second_order_error (hH : WeaklyCoupled H k ε δ) (hL : IsLevel H E)
    (hE : ‖E - H k k‖ ≤ δ / 2) :
    ‖E - H k k - secondOrderShift H k‖
      ≤ 4 * ((Fintype.card ι : ℝ) - 1) ^ 2 * ε ^ 3 / δ ^ 2 := by
  have hS := quadratic_level_shift hH hL hE
  obtain ⟨v, h0, hv⟩ := hL
  have hδ := hH.gap_pos
  refine le_of_mul_le_mul_right ?_ (amplitude_pos hH hv h0 hE)
  -- the error is fed by the deviation of each amplitude from its first-order value
  have key : (E - H k k - secondOrderShift H k) * v k
      = ∑ i ∈ univ.erase k, H k i * (v i - H i k / (H k k - H i i) * v k) := by
    rw [sub_mul, row_equation hv k, secondOrderShift, Finset.sum_mul,
      ← Finset.sum_sub_distrib]
    exact Finset.sum_congr rfl (fun i _ => by ring)
  rw [← norm_mul, key]
  refine (norm_sum_others_le k _
    (ε * (((Fintype.card ι : ℝ) - 1) * ε * (4 * ε / δ * ‖v k‖) / δ)) (fun i hi => ?_)).trans
    (le_of_eq (by ring))
  have hε : 0 ≤ ε := (norm_nonneg _).trans (hH.coupling i k hi)
  rw [norm_mul]
  refine mul_le_mul (hH.coupling k i hi.symm) ?_ (norm_nonneg _) hε
  have hD : H k k - H i i ≠ 0 := norm_pos_iff.mp (hδ.trans_le (hH.gap i hi))
  have hc : (H k k - H i i) * (H i k / (H k k - H i i)) = H i k := by field_simp
  have hw : (H k k - H i i) * (v i - H i k / (H k k - H i i) * v k)
      = ((E - H i i) * v i - H i k * v k) - (E - H k k) * v i := by
    linear_combination (-v k) * hc
  have h1 := indirect_coupling hH hv hi _ (amplitude_bound hH hv hE)
  have hSε : ‖E - H k k‖ ≤ ε := by
    refine hS.trans ?_
    rw [div_le_iff₀ hδ]
    nlinarith [mul_le_mul_of_nonneg_left hH.weak hε]
  have h2 := mul_le_mul hSε (amplitude_bound hH hv hE i hi) (norm_nonneg _) hε
  have h3 := norm_sub_le ((E - H i i) * v i - H i k * v k) ((E - H k k) * v i)
  rw [← hw, norm_mul, norm_mul (E - H k k)] at h3
  have h4 := mul_le_mul_of_nonneg_right (hH.gap i hi)
    (norm_nonneg (v i - H i k / (H k k - H i i) * v k))
  rw [le_div_iff₀ hδ]
  linarith
```

## Two levels show that the quadratic order of the bound is optimal

Take levels with energies 0 and δ, coupled by a real ε ≥ 0 with 4ε ≤ δ. The Hamiltonian has rows (0, ε) and (ε, δ).

```lean
/-- Two levels with energies `0` and `δ` and coupling `ε`. -/
def twoLevel (ε δ : ℝ) : Matrix (Fin 2) (Fin 2) ℂ := !![0, (ε : ℂ); (ε : ℂ), (δ : ℂ)]
```

Its characteristic equation is λ(λ − δ) = ε², and the lower root is

λ = (δ − √(δ² + 4ε²))/2.

```lean
/-- The energy `(δ - √(δ² + 4 ε²)) / 2`. -/
def lowerEnergy (ε δ : ℝ) : ℝ := (δ - √(δ ^ 2 + 4 * ε ^ 2)) / 2
```

A corresponding eigenvector is (δ − λ, −ε), or in normalised form

(δ − λ, −ε) / √((δ − λ)² + ε²).

The root satisfies −δ/2 ≤ λ ≤ 0, so it lies in the required neighbourhood of the diagonal energy 0. The characteristic equation then gives

ε² = |λ|(δ + |λ|) ≤ 2δ|λ|,

and so |λ| ≥ ε²/(2δ). At fixed δ, the shift |E − H_kk| can therefore not be bounded, for all small couplings, by a constant times a power of ε higher than the second. The constant 4 is not claimed to be the best possible.

The theorem takes k = 0 and checks in turn the assumptions on H, the eigenvector, the distance to the diagonal energy and the lower bound on the shift. `hchar` is the characteristic equation, and `hC` is the same equation in the complex numbers.

```lean
/-- For `δ > 0`, `ε ≥ 0` and `4 ε ≤ δ`, the two-level Hamiltonian is weakly coupled at level `0`,
and `lowerEnergy ε δ` is an eigenvalue whose distance from the diagonal energy of that level is at
most `δ / 2` and at least `ε² / (2 δ)`. -/
theorem two_level_sharpness (ε δ : ℝ) (hδ : 0 < δ) (hε : 0 ≤ ε) (h : 4 * ε ≤ δ) :
    WeaklyCoupled (twoLevel ε δ) 0 ε δ ∧ IsLevel (twoLevel ε δ) (lowerEnergy ε δ) ∧
      ‖(lowerEnergy ε δ : ℂ) - twoLevel ε δ 0 0‖ ≤ δ / 2 ∧
      ε ^ 2 / (2 * δ) ≤ ‖(lowerEnergy ε δ : ℂ) - twoLevel ε δ 0 0‖ := by
  have hs : √(δ ^ 2 + 4 * ε ^ 2) ^ 2 = δ ^ 2 + 4 * ε ^ 2 := Real.sq_sqrt (by positivity)
  have hlow : δ ≤ √(δ ^ 2 + 4 * ε ^ 2) := Real.le_sqrt_of_sq_le (by nlinarith [sq_nonneg ε])
  have hup : √(δ ^ 2 + 4 * ε ^ 2) ≤ 2 * δ :=
    Real.sqrt_le_iff.mpr ⟨by positivity, by nlinarith⟩
  have hE0 : lowerEnergy ε δ ≤ 0 := by unfold lowerEnergy; linarith
  have hE1 : -lowerEnergy ε δ ≤ δ / 2 := by unfold lowerEnergy; linarith
  -- the characteristic equation
  have hchar : lowerEnergy ε δ * (lowerEnergy ε δ - δ) = ε ^ 2 := by
    unfold lowerEnergy; linear_combination hs / 4
  have hC : (lowerEnergy ε δ : ℂ) * ((lowerEnergy ε δ : ℂ) - (δ : ℂ)) = (ε : ℂ) ^ 2 := by
    exact_mod_cast hchar
  have h00 : twoLevel ε δ 0 0 = 0 := by simp [twoLevel]
  rw [h00, sub_zero, Complex.norm_real, Real.norm_eq_abs, abs_of_nonpos hE0]
  refine ⟨⟨hδ, ?_, ?_, ?_⟩, ?_, hE1, ?_⟩
  · intro i j hij
    fin_cases i <;> fin_cases j <;>
      first
        | exact absurd rfl hij
        | simp [twoLevel, abs_of_nonneg hε]
  · intro i hi
    fin_cases i
    · exact absurd rfl hi
    · simp [twoLevel, abs_of_pos hδ]
  · rw [Fintype.card_fin]
    push_cast
    linarith
  · refine ⟨![((δ - lowerEnergy ε δ : ℝ) : ℂ), -(ε : ℂ)], ?_, ?_⟩
    · intro hz
      have hz0 : ((δ - lowerEnergy ε δ : ℝ) : ℂ) = 0 := congrFun hz 0
      have := Complex.ofReal_eq_zero.mp hz0
      linarith
    · ext i
      fin_cases i
      · simp [twoLevel, Matrix.mulVec, dotProduct, Fin.sum_univ_two]
        linear_combination hC
      · simp [twoLevel, Matrix.mulVec, dotProduct, Fin.sum_univ_two]
        ring
  · rw [div_le_iff₀ (by positivity)]
    nlinarith [mul_nonneg (neg_nonneg.mpr hE0) (by linarith : 0 ≤ δ + lowerEnergy ε δ)]

end

end QuadraticLevelShift
```

```lean
#print axioms QuadraticLevelShift.quadratic_level_shift
-- 'QuadraticLevelShift.quadratic_level_shift' depends on axioms: [propext, Classical.choice, Quot.sound]
#print axioms QuadraticLevelShift.second_order_error
-- 'QuadraticLevelShift.second_order_error' depends on axioms: [propext, Classical.choice, Quot.sound]
#print axioms QuadraticLevelShift.two_level_sharpness
-- 'QuadraticLevelShift.two_level_sharpness' depends on axioms: [propext, Classical.choice, Quot.sound]
```
